# A pick-off lifetime longer than the wall-layer lifetime fixes the void radius in the spherical-well model of positronium with known layer depth

Take a spherical void lined by a layer of electrons whose depth $d$ equals the void radius. Let ortho-positronium occupy the ground state of a spherical well with an impenetrable wall at the back of the layer, so that the well has radius $2d$. The radial probability density, proportional to $\sin^2(\pi r/2d)$, is symmetric about $r=d$. Positronium is therefore in the layer with probability $1/2$. If it annihilates at 2 per ns while it is there and not at all elsewhere, its mean rate is 1 per ns and its lifetime is 1 ns.

Now enlarge the void to radius $2d$ with the same layer. The probability in the layer drops below $1/4$, and the lifetime exceeds 2 ns. Somewhere between these two radii the lifetime is exactly 2 ns. The overlap falls strictly as the void grows, so this happens only once.

## The layer overlap and its inverse

Let $R$ be the void radius and $a=R+d$ the well radius, with $d>0$. For an s state the radial function $u(r)$, which is $r$ times the wavefunction up to a constant, obeys the free one-dimensional Schrödinger equation with $u(0)=u(a)=0$. The lowest solution is $u\propto\sin(\pi r/a)$, and its normalised density is $(2/a)\sin^2(\pi r/a)$. The probability of being in the layer is

$$P(R)=\int_R^{R+d}\frac{2}{a}\sin^2\frac{\pi r}{a}\,dr .$$

Since $2\sin^2\theta=1-\cos 2\theta$, the integrand is the derivative of

$$F(r)=\frac ra-\frac{1}{2\pi}\sin\frac{2\pi r}{a}.$$

With $F(a)=1$ and $x=R/(R+d)$, this gives

$$P(R)=f(x),\qquad f(x)=1-x+\frac{\sin 2\pi x}{2\pi}.$$

To see that $f$ is strictly decreasing, take $x<y$ and put $t=\pi(y-x)>0$ and $w=\pi(x+y)$. Then

$$\sin 2\pi y-\sin 2\pi x=2\sin t\cos w\le 2|\sin t|<2t=2\pi(y-x).$$

Dividing by $2\pi$ and rearranging gives $f(y)<f(x)$. The ratio $x$ itself increases with $R$: for $0\le R<S$, the inequality $R/(R+d)<S/(S+d)$ is equivalent to $R(S+d)<S(R+d)$, that is, to $Rd<Sd$. Hence $P$ is strictly decreasing for $R\ge 0$.

Let $0<p<1$. Since $f(0)=1$ and $f(1)=0$, continuity gives an $x$ between 0 and 1 with $f(x)=p$, and neither endpoint qualifies. Set $R=dx/(1-x)>0$. Then $R+d=d/(1-x)$, so $R/(R+d)=x$ and $P(R)=p$. Strict monotonicity excludes a second radius.

Let $\lambda>0$ be the annihilation rate inside the layer. It stands for the rate at which the positron annihilates with electrons of the surrounding material. The pick-off lifetime is $\tau=1/(\lambda P)$, so $P=1/(\lambda\tau)$, which lies strictly between 0 and 1 when $\tau>1/\lambda$. For $\lambda=2$ per ns and $\tau=2$ ns the overlap is $1/4$. The bracket follows from $P(d)=f(1/2)=1/2$ and

$$P(2d)=f(2/3)=\frac13-\frac{\sqrt3}{4\pi}<\frac13-\frac1{12}=\frac14,$$

where $\sqrt3>3/2$ and $\pi<4$ suffice for the inequality.

For this one-particle model with an impenetrable outer wall and known $d$ and $\lambda$, converting a pick-off lifetime above $1/\lambda$ into a void radius is thus a root-finding problem with a single solution, and bisection from a valid bracket will find it.

## The model as Lean definitions

```lean
import Mathlib

open Real

namespace PositroniumPickoff

noncomputable section
```

All quantities are real numbers without units. In the numerical example, rates are read in inverse nanoseconds and times in nanoseconds; $d$ and $R$ share any unit of length.

```lean
/-- Radial probability density of the ground state in a spherical well of radius `a` with an
impenetrable wall, at distance `r` from the centre. -/
def radialDensity (a r : ℝ) : ℝ := 2 / a * Real.sin (π * r / a) ^ 2
```

The density is taken as a definition, so the Schrödinger equation does not enter the file. The factor $r^2$ of the volume element is already included.

```lean
/-- Probability of finding positronium in the electron layer of depth `d` that lines
a void of radius `R`. -/
def layerOverlap (d R : ℝ) : ℝ := ∫ r in R..(R + d), radialDensity (R + d) r
```

In `layerOverlap d R` the layer depth comes first. The overlap is the actual integral, and its closed form has to be proved.

```lean
/-- Pick-off lifetime in a void of radius `R`, for annihilation rate `lam` inside the layer. -/
def pickoffLifetime (lam d R : ℝ) : ℝ := 1 / (lam * layerOverlap d R)
```

Only annihilation in the layer is counted; the self-annihilation of ortho-positronium is left out. The sharp edge of the layer, the uniform rate `lam` within it and the spherical shape of the void are idealisations, and `d` is a parameter that the model does not predict.

## Closed form and normalisation

```lean
/-- The probability of finding the particle between radius `s` and the wall of the well,
in closed form. -/
theorem integral_radialDensity {a : ℝ} (ha : a ≠ 0) (s : ℝ) :
    ∫ r in s..a, radialDensity a r
      = 1 - s / a + Real.sin (2 * π * (s / a)) / (2 * π) := by
  have hc : Continuous (radialDensity a) := by
    show Continuous (fun r : ℝ => 2 / a * Real.sin (π * r / a) ^ 2)
    fun_prop
  -- an explicit antiderivative of the density
  have hF : ∀ r : ℝ, HasDerivAt
      (fun r : ℝ => r / a - Real.sin (2 * π * (r / a)) / (2 * π)) (radialDensity a r) r := by
    intro r
    have h0 : HasDerivAt (fun r : ℝ => r / a) (1 / a) r := (hasDerivAt_id' r).div_const a
    have h1 : HasDerivAt (fun r : ℝ => 2 * π * (r / a)) (2 * π * (1 / a)) r :=
      h0.const_mul (2 * π)
    refine (h0.fun_sub (h1.sin.div_const (2 * π))).congr_deriv ?_
    have hcos : Real.cos (2 * π * (r / a)) = 1 - 2 * Real.sin (π * r / a) ^ 2 := by
      rw [show 2 * π * (r / a) = 2 * (π * r / a) by ring, Real.cos_two_mul]
      linear_combination 2 * Real.sin_sq_add_cos_sq (π * r / a)
    have hp : π * π⁻¹ = 1 := mul_inv_cancel₀ Real.pi_ne_zero
    rw [hcos]
    unfold radialDensity
    linear_combination (-(1 - 2 * Real.sin (π * r / a) ^ 2) / a) * hp
  rw [intervalIntegral.integral_eq_sub_of_hasDerivAt (fun r _ => hF r)
    (hc.intervalIntegrable s a)]
  simp only [div_self ha, mul_one, Real.sin_two_pi]
  ring
```

The lemma integrates from any `s` to the wall `a`. The statement `hF` checks that $F$ is an antiderivative, with `hcos` supplying the double-angle identity. The fundamental theorem of calculus then gives $F(a)-F(s)$, and $\sin 2\pi=0$ removes the sine term at the wall.

```lean
/-- The radial density is normalised over the well. -/
theorem radialDensity_normalised {a : ℝ} (ha : a ≠ 0) :
    ∫ r in (0 : ℝ)..a, radialDensity a r = 1 := by
  rw [integral_radialDensity ha]
  simp
```

Starting the integral at the centre gives total probability 1.

```lean
/-- Closed form of the layer overlap as a function of the void radius. -/
theorem layerOverlap_eq {d R : ℝ} (hd : 0 < d) (hR : 0 ≤ R) :
    layerOverlap d R
      = 1 - R / (R + d) + Real.sin (2 * π * (R / (R + d))) / (2 * π) :=
  integral_radialDensity (by positivity) R
```

Starting it at the void radius, in a well of radius `R + d`, gives $P(R)=f(R/(R+d))$. The case $R=0$ is included: the layer then fills the well and the overlap is 1.

## Strict decrease with the void radius

```lean
/-- The overlap, written as a function of the ratio `x` of void radius to well radius,
is strictly decreasing. -/
theorem profile_strictAnti :
    StrictAnti (fun x : ℝ => 1 - x + Real.sin (2 * π * x) / (2 * π)) := by
  intro x y hxy
  show 1 - y + Real.sin (2 * π * y) / (2 * π) < 1 - x + Real.sin (2 * π * x) / (2 * π)
  have hpi := Real.pi_pos
  -- the sine grows strictly more slowly than its argument
  have key : Real.sin (2 * π * y) - Real.sin (2 * π * x) < (y - x) * (2 * π) := by
    rw [Real.sin_sub_sin]
    have ht : 0 < (2 * π * y - 2 * π * x) / 2 := by
      have := mul_pos hpi (sub_pos.mpr hxy)
      linarith
    have e : (y - x) * (2 * π) = 2 * ((2 * π * y - 2 * π * x) / 2) := by ring
    rw [e]
    generalize (2 * π * y - 2 * π * x) / 2 = t at ht ⊢
    generalize (2 * π * y + 2 * π * x) / 2 = w
    have h1 : Real.sin t < t := Real.sin_lt ht
    have h2 : -t < Real.sin t := by
      by_cases h : t ≤ π
      · have := Real.sin_nonneg_of_nonneg_of_le_pi ht.le h
        linarith
      · have := Real.neg_one_le_sin t
        have := Real.pi_gt_three
        linarith [not_le.mp h]
    have h3 : |Real.sin t| < t := abs_lt.mpr ⟨h2, h1⟩
    have h4 : Real.sin t * Real.cos w ≤ |Real.sin t| := by
      calc Real.sin t * Real.cos w ≤ |Real.sin t * Real.cos w| := le_abs_self _
        _ = |Real.sin t| * |Real.cos w| := abs_mul _ _
        _ ≤ |Real.sin t| * 1 :=
          mul_le_mul_of_nonneg_left (Real.abs_cos_le_one w) (abs_nonneg _)
        _ = |Real.sin t| := mul_one _
    linarith
  have h := (div_lt_iff₀ (by positivity : (0 : ℝ) < 2 * π)).mpr key
  rw [sub_div] at h
  linarith
```

This is the statement about $f$, proved on the whole real line. The inequality `key` is the comparison of sines, and the two `generalize` steps introduce $t$ and $w$. The bound $|\sin t|<t$ has two halves. The upper one is a library lemma. The lower one, $-t<\sin t$, is split at $\pi$: up to there the sine is non-negative, and beyond it $t$ exceeds 1.

```lean
/-- The layer overlap strictly decreases as the void grows. -/
theorem layerOverlap_strictAntiOn {d : ℝ} (hd : 0 < d) :
    StrictAntiOn (layerOverlap d) (Set.Ici 0) := by
  intro R hR S hS h
  have hR' : 0 ≤ R := hR
  have hS' : 0 ≤ S := hS
  rw [layerOverlap_eq hd hR', layerOverlap_eq hd hS']
  have hx : R / (R + d) < S / (S + d) := by
    rw [div_lt_div_iff₀ (by positivity) (by positivity)]
    nlinarith [mul_lt_mul_of_pos_right h hd]
  exact profile_strictAnti hx
```

`Set.Ici 0` is the set of radii $R\ge0$. The inequality `hx` says that the ratio of void radius to well radius increases, and the preceding theorem turns this into a decrease of the overlap.

## From overlap and lifetime to radius

```lean
/-- Every overlap strictly between 0 and 1 occurs at exactly one positive void radius. -/
theorem existsUnique_radius_of_overlap {d p : ℝ} (hd : 0 < d) (hp0 : 0 < p) (hp1 : p < 1) :
    ∃! R : ℝ, 0 < R ∧ layerOverlap d R = p := by
  have hcont : Continuous (fun x : ℝ => 1 - x + Real.sin (2 * π * x) / (2 * π)) := by
    fun_prop
  -- intermediate value theorem for the ratio of the two radii
  obtain ⟨x, ⟨hx0, hx1⟩, hx⟩ := intermediate_value_Icc' (zero_le_one' ℝ) hcont.continuousOn
    (show p ∈ Set.Icc _ _ from ⟨by simpa using hp0.le, by simpa using hp1.le⟩)
  have hx' : 1 - x + Real.sin (2 * π * x) / (2 * π) = p := hx
  have hxpos : 0 < x := by
    refine lt_of_le_of_ne hx0 ?_
    rintro rfl
    simp at hx'
    linarith
  have hxlt : x < 1 := by
    refine lt_of_le_of_ne hx1 ?_
    rintro rfl
    simp at hx'
    linarith
  have h1x : 0 < 1 - x := sub_pos.mpr hxlt
  have hR : 0 < d * x / (1 - x) := by positivity
  have hratio : d * x / (1 - x) / (d * x / (1 - x) + d) = x := by
    have hne : d * x / (1 - x) + d ≠ 0 := by positivity
    rw [div_eq_iff hne]
    have hm : d * x / (1 - x) * (1 - x) = d * x := div_mul_cancel₀ _ h1x.ne'
    linear_combination hm
  have hval : layerOverlap d (d * x / (1 - x)) = p := by
    rw [layerOverlap_eq hd hR.le, hratio, hx']
  refine ⟨d * x / (1 - x), ⟨hR, hval⟩, ?_⟩
  rintro S ⟨hS, hSp⟩
  exact (layerOverlap_strictAntiOn hd).injOn (Set.mem_Ici.mpr hS.le)
    (Set.mem_Ici.mpr hR.le) (hSp.trans hval.symm)
```

The symbol `∃!` means that exactly one such radius exists. The proof applies the intermediate value theorem to $f$ on $[0,1]$, excludes the endpoints in `hxpos` and `hxlt`, and verifies in `hratio` that $R=dx/(1-x)$ has ratio $x$. The last lines obtain uniqueness from the injectivity of a strictly decreasing function.

```lean
/-- A pick-off lifetime `τ` is the same datum as the layer overlap `1 / (lam * τ)`. -/
theorem pickoffLifetime_eq_iff {lam τ : ℝ} (hl : lam ≠ 0) (hτ : τ ≠ 0) (d R : ℝ) :
    pickoffLifetime lam d R = τ ↔ layerOverlap d R = 1 / (lam * τ) := by
  unfold pickoffLifetime
  rw [eq_div_iff (mul_ne_zero hl hτ)]
  constructor
  · intro h
    have hP : layerOverlap d R ≠ 0 := by
      intro h0
      apply hτ
      rw [← h, h0, mul_zero, div_zero]
    rw [div_eq_iff (mul_ne_zero hl hP)] at h
    linear_combination -h
  · intro h
    have hP : layerOverlap d R ≠ 0 := by
      intro h0
      rw [h0, zero_mul] at h
      exact zero_ne_one h
    rw [div_eq_iff (mul_ne_zero hl hP)]
    linear_combination -h
```

This is the conversion $\tau=1/(\lambda P)\Leftrightarrow P=1/(\lambda\tau)$. The assumption `τ ≠ 0` keeps out an unphysical case: Lean sets $1/0=0$, which assigns lifetime zero to a vanishing overlap. The equivalence would still hold there, but only through that convention.

```lean
/-- Every pick-off lifetime longer than the lifetime `1 / lam` inside the layer
determines exactly one positive void radius. -/
theorem existsUnique_radius_of_lifetime {lam d τ : ℝ} (hl : 0 < lam) (hd : 0 < d)
    (hτ : 1 / lam < τ) : ∃! R : ℝ, 0 < R ∧ pickoffLifetime lam d R = τ := by
  have hτ0 : 0 < τ := lt_trans (by positivity) hτ
  have h1 : 1 < lam * τ := by
    rw [div_lt_iff₀ hl] at hτ
    linarith
  simp only [pickoffLifetime_eq_iff hl.ne' hτ0.ne']
  refine existsUnique_radius_of_overlap hd (by positivity) ?_
  rw [div_lt_one (by positivity)]
  exact h1
```

The hypothesis `1 / lam < τ` places the required overlap below 1, after which the theorem on overlaps applies. Without it the conclusion fails. Take $\lambda=2$ per ns and $\tau=1/2$ ns: the overlap would have to be 1, which happens at $R=0$ and, by strict decrease, at no positive radius. The layer depth must be positive as well, since for $d=0$ the integral runs over an interval of length zero, the overlap vanishes for every $R$, and no radius gives a lifetime of 2 ns.

## The radius for a lifetime of 2 ns

The last theorem combines three statements about one radius `R`: it lies strictly between `d` and `2 * d`, its pick-off lifetime at layer rate 2 is 2, and a positive radius `S` has overlap $1/4$ exactly when `S = R`.

```lean
/-- At layer rate 2 per ns, a lifetime of 2 ns belongs to a radius between `d` and `2 * d`,
and this is the only positive radius with layer overlap 1/4. -/
theorem two_nanosecond_radius {d : ℝ} (hd : 0 < d) :
    ∃ R : ℝ, d < R ∧ R < 2 * d ∧ pickoffLifetime 2 d R = 2 ∧
      ∀ S : ℝ, 0 < S → (layerOverlap d S = 1 / 4 ↔ S = R) := by
  obtain ⟨R, ⟨hR, hP⟩, huniq⟩ :=
    existsUnique_radius_of_overlap (p := 1 / 4) hd (by norm_num) (by norm_num)
  have hanti := (layerOverlap_strictAntiOn hd).antitoneOn
  -- the overlap is 1/2 at R = d
  have hone : layerOverlap d d = 1 / 2 := by
    have e : d / (d + d) = 1 / 2 := by
      rw [div_eq_iff (by positivity)]
      ring
    rw [layerOverlap_eq hd hd.le, e, show 2 * π * (1 / 2) = π by ring, Real.sin_pi]
    norm_num
  -- and already below 1/4 at R = 2d
  have htwo : layerOverlap d (2 * d) < 1 / 4 := by
    have e : 2 * d / (2 * d + d) = 2 / 3 := by
      rw [div_eq_iff (by positivity)]
      ring
    rw [layerOverlap_eq hd (by positivity), e,
      show 2 * π * (2 / 3) = π / 3 + π by ring, Real.sin_add_pi, Real.sin_pi_div_three]
    have hs : (3 / 2 : ℝ) < √3 := Real.lt_sqrt_of_sq_lt (by norm_num)
    have hb : 1 / 12 < √3 / 2 / (2 * π) := by
      rw [lt_div_iff₀ (by positivity)]
      linarith [Real.pi_lt_four]
    rw [neg_div]
    linarith
  refine ⟨R, ?_, ?_, ?_, ?_⟩
  · by_contra h
    have := hanti (Set.mem_Ici.mpr hR.le) (Set.mem_Ici.mpr hd.le) (not_lt.mp h)
    linarith
  · by_contra h
    have := hanti (Set.mem_Ici.mpr (by positivity : (0 : ℝ) ≤ 2 * d))
      (Set.mem_Ici.mpr hR.le) (not_lt.mp h)
    linarith
  · rw [pickoffLifetime_eq_iff two_ne_zero two_ne_zero, hP]
    norm_num
  · intro S hS
    constructor
    · intro h
      exact huniq S ⟨hS, h⟩
    · rintro rfl
      exact hP

end

end PositroniumPickoff
```

The radius comes from the theorem on overlaps with $p=1/4$. The steps `hone` and `htwo` evaluate the closed form at $R=d$ and $R=2d$, using the same bounds on $\sqrt3$ and $\pi$ as the calculation by hand. If `R` were at most `d`, its overlap would be at least $1/2$; if it were at least `2 * d`, its overlap would be below $1/4$. Both contradict the value $1/4$.

```lean
#print axioms PositroniumPickoff.radialDensity_normalised
#print axioms PositroniumPickoff.existsUnique_radius_of_lifetime
#print axioms PositroniumPickoff.two_nanosecond_radius
```

```
'PositroniumPickoff.radialDensity_normalised' depends on axioms: [propext, Classical.choice, Quot.sound]
'PositroniumPickoff.existsUnique_radius_of_lifetime' depends on axioms: [propext, Classical.choice, Quot.sound]
'PositroniumPickoff.two_nanosecond_radius' depends on axioms: [propext, Classical.choice, Quot.sound]
```
